# Enlarging a Basis Can Worsen Real-Time Propagation: A Three-Level Counter-Example

A larger basis need not give a better state at a given time in real-time propagation. Here propagation in a basis means that the state has no amplitude outside the chosen orthonormal functions and obeys the Schrödinger equation projected on them. Under this rule there is a three-level system, and a time, for which one basis function reproduces the exact state while two give a state orthogonal to it.

```lean
import Mathlib

open Matrix Complex
open scoped ComplexOrder

namespace BasisEnlargement

noncomputable section

variable {n : Type*} [Fintype n]

/-- A trajectory of the time-dependent variational principle in the basis functions `S`:
no amplitude outside `S`, and the Schrödinger equation (with ħ = 1) projected on `S`.
With `S` the full basis this is the exact Schrödinger equation. -/
structure IsGalerkin (H : Matrix n n ℂ) (S : Finset n) (ψ : ℝ → n → ℂ) : Prop where
  support : ∀ t, ∀ i ∉ S, ψ t i = 0
  eom : ∀ t, ∀ i ∈ S, HasDerivAt (fun s => ψ s i) (-I * (H *ᵥ ψ t) i) t

/-- For a Hermitian Hamiltonian, propagation in any subset of the basis conserves the norm. -/
theorem norm_conserved {H : Matrix n n ℂ} (hH : H.IsHermitian) {S : Finset n}
    {ψ : ℝ → n → ℂ} (h : IsGalerkin H S ψ) (t : ℝ) :
    star (ψ t) ⬝ᵥ ψ t = star (ψ 0) ⬝ᵥ ψ 0 := by
  have hd : ∀ t, HasDerivAt (fun s => ∑ i ∈ S, star (ψ s i) * ψ s i) 0 t := by
    intro t
    have h1 := HasDerivAt.fun_sum (u := S)
      (fun i hi => (h.eom t i hi).star.fun_mul (h.eom t i hi))
    refine h1.congr_deriv ?_
    -- the sum may run over the full basis, where hermiticity applies
    refine (Finset.sum_subset (Finset.subset_univ S) fun i _ hi => ?_).trans ?_
    · simp [h.support t i hi]
    have hs : star (H *ᵥ ψ t) ⬝ᵥ ψ t = star (ψ t) ⬝ᵥ (H *ᵥ ψ t) := by
      rw [Matrix.star_mulVec, hH.eq, Matrix.dotProduct_mulVec]
    have e : (∑ i, (star (-I * (H *ᵥ ψ t) i) * ψ t i
        + star (ψ t i) * (-I * (H *ᵥ ψ t) i)))
        = I * (star (H *ᵥ ψ t) ⬝ᵥ ψ t) - I * (star (ψ t) ⬝ᵥ (H *ᵥ ψ t)) := by
      simp only [dotProduct, Finset.mul_sum, ← Finset.sum_sub_distrib, Pi.star_apply]
      refine Finset.sum_congr rfl fun i _ => ?_
      simp only [star_mul', star_neg, Complex.star_def, Complex.conj_I]
      ring
    rw [hs, sub_self] at e
    exact e
  have hS : ∀ t, ∑ i ∈ S, star (ψ t i) * ψ t i = star (ψ t) ⬝ᵥ ψ t := by
    intro t
    simp only [dotProduct, Pi.star_apply]
    exact Finset.sum_subset (Finset.subset_univ S) fun i _ hi => by simp [h.support t i hi]
  rw [← hS t, ← hS 0]
  exact is_const_of_deriv_eq_zero (fun t => (hd t).differentiableAt)
    (fun t => (hd t).deriv) t 0

/-- For a Hermitian Hamiltonian, two trajectories in the same basis that start in the same
state agree at all times. -/
theorem trajectory_unique {H : Matrix n n ℂ} (hH : H.IsHermitian) {S : Finset n}
    {ψ φ : ℝ → n → ℂ} (hψ : IsGalerkin H S ψ) (hφ : IsGalerkin H S φ)
    (h0 : ψ 0 = φ 0) (t : ℝ) : ψ t = φ t := by
  -- the difference is again a trajectory, and its norm stays zero
  have hδ : IsGalerkin H S (fun s => ψ s - φ s) :=
    ⟨fun s i hi => by simp [hψ.support s i hi, hφ.support s i hi],
     fun s i hi => ((hψ.eom s i hi).fun_sub (hφ.eom s i hi)).congr_deriv (by
      simp only [Matrix.mulVec_sub, Pi.sub_apply]
      ring)⟩
  have h := norm_conserved hH hδ t
  simp only [h0, sub_self, dotProduct_zero] at h
  exact sub_eq_zero.mp (dotProduct_star_self_eq_zero.mp h)

/-- At one common state `v`, the part of `H v` outside the larger basis `T` is no greater than
the residual of the Schrödinger equation for any velocity `θ` in the smaller basis `S`. -/
theorem residual_le [DecidableEq n] (H : Matrix n n ℂ) {S T : Finset n} (hST : S ⊆ T)
    (v θ : n → ℂ) (hθ : ∀ i ∉ S, θ i = 0) :
    ∑ i ∈ Tᶜ, normSq ((H *ᵥ v) i) ≤ ∑ i, normSq (I * θ i - (H *ᵥ v) i) := by
  calc ∑ i ∈ Tᶜ, normSq ((H *ᵥ v) i)
      = ∑ i ∈ Tᶜ, normSq (I * θ i - (H *ᵥ v) i) := by
        refine Finset.sum_congr rfl fun i hi => ?_
        rw [hθ i fun h => Finset.mem_compl.mp hi (hST h), mul_zero, zero_sub, normSq_neg]
    _ ≤ _ := Finset.sum_le_sum_of_subset_of_nonneg (Finset.subset_univ _)
        fun i _ _ => normSq_nonneg _

/-- Three-level chain with couplings `1` and `g`. -/
def chain (g : ℝ) : Matrix (Fin 3) (Fin 3) ℂ := !![0, 1, 0; 1, 0, g; 0, g, 0]

/-- The first basis state. -/
def ket0 : Fin 3 → ℂ := ![1, 0, 0]

/-- Candidate for the exact trajectory of the chain, with frequency `ω ≠ 0`. -/
def exactPath (g ω t : ℝ) : Fin 3 → ℂ :=
  ![((g : ℂ) ^ 2 + (Real.cos (ω * t) : ℝ)) / (ω : ℂ) ^ 2,
    -I * (Real.sin (ω * t) : ℝ) / ω,
    g * ((Real.cos (ω * t) : ℝ) - 1) / (ω : ℂ) ^ 2]

/-- Candidate for the trajectory in the first two basis functions. -/
def twoPath (t : ℝ) : Fin 3 → ℂ := ![(Real.cos t : ℝ), -I * (Real.sin t : ℝ), 0]

/-- The chain Hamiltonian acting on a state, written out in components. -/
theorem chain_mulVec (g : ℝ) (v : Fin 3 → ℂ) :
    chain g *ᵥ v = ![v 1, v 0 + g * v 2, g * v 1] := by
  ext i
  fin_cases i <;> simp [chain, Matrix.mulVec, dotProduct, Fin.sum_univ_succ]

/-- The chain Hamiltonian is Hermitian. -/
theorem chain_isHermitian (g : ℝ) : (chain g).IsHermitian :=
  Matrix.IsHermitian.ext fun i j => by fin_cases i <;> fin_cases j <;> simp [chain]

/-- If `ω² = g² + 1`, the path `exactPath` is in the first basis state whenever
`cos ωt = 1` and `sin ωt = 0`. -/
theorem exactPath_eq_ket0 {g ω t : ℝ} (hω : ω ^ 2 = g ^ 2 + 1)
    (hc : Real.cos (ω * t) = 1) (hs : Real.sin (ω * t) = 0) :
    exactPath g ω t = ket0 := by
  have hω' : (ω : ℂ) ^ 2 = (g : ℂ) ^ 2 + 1 := by exact_mod_cast hω
  have h0 : (ω : ℂ) ^ 2 ≠ 0 := by
    have : ω ^ 2 ≠ 0 := by rw [hω]; positivity
    exact_mod_cast this
  unfold exactPath ket0
  rw [hc, hs, Complex.ofReal_one, Complex.ofReal_zero, ← hω', div_self h0]
  simp

/-- If `ω² = g² + 1`, the path `exactPath` solves the full Schrödinger equation of the chain. -/
theorem exactPath_isGalerkin {g ω : ℝ} (hω : ω ^ 2 = g ^ 2 + 1) :
    IsGalerkin (chain g) Finset.univ (exactPath g ω) := by
  refine ⟨fun t i hi => absurd (Finset.mem_univ i) hi, fun t i _ => ?_⟩
  have hω' : (ω : ℂ) ^ 2 = (g : ℂ) ^ 2 + 1 := by exact_mod_cast hω
  have h0 : (ω : ℂ) ≠ 0 := by
    have : ω ≠ 0 := by
      rintro rfl
      nlinarith [sq_nonneg g]
    exact_mod_cast this
  have hinv : (ω : ℂ) * (ω : ℂ)⁻¹ = 1 := mul_inv_cancel₀ h0
  have hl : HasDerivAt (fun s : ℝ => ω * s) ω t := by
    simpa using (hasDerivAt_id' t).const_mul ω
  have hc : HasDerivAt (fun s : ℝ => ((Real.cos (ω * s) : ℝ) : ℂ))
      (-((Real.sin (ω * t) : ℝ) : ℂ) * ω) t := hl.cos.ofReal_comp.congr_deriv (by simp)
  have hs : HasDerivAt (fun s : ℝ => ((Real.sin (ω * s) : ℝ) : ℂ))
      (((Real.cos (ω * t) : ℝ) : ℂ) * ω) t := hl.sin.ofReal_comp.congr_deriv (by simp)
  rw [chain_mulVec]
  fin_cases i
  · refine ((hc.const_add ((g : ℂ) ^ 2)).div_const ((ω : ℂ) ^ 2)).congr_deriv ?_
    change _ = -I * (-I * (Real.sin (ω * t) : ℝ) / ω)
    linear_combination (-((Real.sin (ω * t) : ℝ) : ℂ) * (ω : ℂ)⁻¹) * hinv
      - ((Real.sin (ω * t) : ℝ) : ℂ) * (ω : ℂ)⁻¹ * Complex.I_sq
  · refine ((hs.const_mul (-I)).div_const (ω : ℂ)).congr_deriv ?_
    change _ = -I * (((g : ℂ) ^ 2 + (Real.cos (ω * t) : ℝ)) / (ω : ℂ) ^ 2
      + g * (g * ((Real.cos (ω * t) : ℝ) - 1) / (ω : ℂ) ^ 2))
    field_simp
    linear_combination (-((Real.cos (ω * t) : ℝ) : ℂ)) * hω'
  · refine (((hc.sub_const 1).const_mul (g : ℂ)).div_const ((ω : ℂ) ^ 2)).congr_deriv ?_
    change _ = -I * (g * (-I * (Real.sin (ω * t) : ℝ) / ω))
    linear_combination (-(g : ℂ) * ((Real.sin (ω * t) : ℝ) : ℂ) * (ω : ℂ)⁻¹) * hinv
      - (g : ℂ) * ((Real.sin (ω * t) : ℝ) : ℂ) * (ω : ℂ)⁻¹ * Complex.I_sq

/-- For the chain, the constant path at the first basis state is a trajectory in the first basis
function alone, and `twoPath` is a trajectory in the first two basis functions. -/
theorem truncated_paths (g : ℝ) :
    IsGalerkin (chain g) {0} (fun _ => ket0) ∧ IsGalerkin (chain g) {0, 1} twoPath := by
  refine ⟨⟨fun t i hi => ?_, fun t i hi => ?_⟩, ⟨fun t i hi => ?_, fun t i hi => ?_⟩⟩
  · fin_cases i <;> simp_all [ket0]
  · obtain rfl := Finset.mem_singleton.mp hi
    exact (hasDerivAt_const t (ket0 0)).congr_deriv (by simp [chain_mulVec, ket0])
  · fin_cases i <;> simp_all [twoPath]
  · rw [chain_mulVec]
    fin_cases i
    · refine (Real.hasDerivAt_cos t).ofReal_comp.congr_deriv ?_
      change _ = -I * (-I * ((Real.sin t : ℝ) : ℂ))
      rw [Complex.ofReal_neg]
      linear_combination (-((Real.sin t : ℝ) : ℂ)) * Complex.I_sq
    · refine ((Real.hasDerivAt_sin t).ofReal_comp.const_mul (-I)).congr_deriv ?_
      change _ = -I * (((Real.cos t : ℝ) : ℂ) + g * 0)
      ring
    · simp at hi

/-- Let `g² + 1 = (4m)²` and start in the first basis state. At time `π/2` the exact state `ψ`
and the one-function state `φ` are back at the start, while the two-function state `χ` is `-i`
times the second basis state, orthogonal to the exact one. -/
theorem larger_basis_orthogonal {g : ℝ} {m : ℕ} (hg : g ^ 2 + 1 = (4 * (m : ℝ)) ^ 2)
    {ψ φ χ : ℝ → Fin 3 → ℂ} (hψ : IsGalerkin (chain g) Finset.univ ψ)
    (hφ : IsGalerkin (chain g) {0} φ) (hχ : IsGalerkin (chain g) {0, 1} χ)
    (hψ0 : ψ 0 = ket0) (hφ0 : φ 0 = ket0) (hχ0 : χ 0 = ket0) :
    ψ (Real.pi / 2) = ket0 ∧ φ (Real.pi / 2) = ket0 ∧ χ (Real.pi / 2) = ![0, -I, 0] ∧
      star (ψ (Real.pi / 2)) ⬝ᵥ χ (Real.pi / 2) = 0 := by
  have hH := chain_isHermitian g
  -- the exact motion has completed m full periods
  have hc : Real.cos (4 * (m : ℝ) * (Real.pi / 2)) = 1 := by
    rw [show 4 * (m : ℝ) * (Real.pi / 2) = m * (2 * Real.pi) by ring]
    exact Real.cos_nat_mul_two_pi m
  have hs : Real.sin (4 * (m : ℝ) * (Real.pi / 2)) = 0 := by
    rw [show 4 * (m : ℝ) * (Real.pi / 2) = ((2 * m : ℕ) : ℝ) * Real.pi by push_cast; ring]
    exact Real.sin_nat_mul_pi _
  have h1 : ψ (Real.pi / 2) = ket0 :=
    (trajectory_unique hH hψ (exactPath_isGalerkin hg.symm)
      (hψ0.trans (exactPath_eq_ket0 hg.symm (by simp) (by simp)).symm) _).trans
      (exactPath_eq_ket0 hg.symm hc hs)
  have h2 : φ (Real.pi / 2) = ket0 :=
    trajectory_unique hH hφ (truncated_paths g).1 hφ0 _
  have h3 : χ (Real.pi / 2) = ![0, -I, 0] := by
    rw [trajectory_unique hH hχ (truncated_paths g).2 (by rw [hχ0]; simp [ket0, twoPath])]
    simp [twoPath]
  refine ⟨h1, h2, h3, ?_⟩
  rw [h1, h3]
  simp [ket0, dotProduct, Fin.sum_univ_succ]

/-- For couplings `1` and `√15` and a start in the first basis state, the squared error at time
`π/2` is `0` with one basis function and `2` with two. -/
theorem sqrt_fifteen_errors {ψ φ χ : ℝ → Fin 3 → ℂ}
    (hψ : IsGalerkin (chain (Real.sqrt 15)) Finset.univ ψ)
    (hφ : IsGalerkin (chain (Real.sqrt 15)) {0} φ)
    (hχ : IsGalerkin (chain (Real.sqrt 15)) {0, 1} χ)
    (hψ0 : ψ 0 = ket0) (hφ0 : φ 0 = ket0) (hχ0 : χ 0 = ket0) :
    ∑ i, normSq (φ (Real.pi / 2) i - ψ (Real.pi / 2) i) = 0 ∧
      ∑ i, normSq (χ (Real.pi / 2) i - ψ (Real.pi / 2) i) = 2 := by
  have hg : Real.sqrt 15 ^ 2 + 1 = (4 * ((1 : ℕ) : ℝ)) ^ 2 := by
    rw [Real.sq_sqrt (by norm_num)]
    norm_num
  obtain ⟨h1, h2, h3, -⟩ := larger_basis_orthogonal hg hψ hφ hχ hψ0 hφ0 hχ0
  rw [h1, h2, h3]
  constructor
  · simp
  · norm_num [ket0, Fin.sum_univ_succ]

end

end BasisEnlargement
```

```lean
#print axioms BasisEnlargement.residual_le
-- 'BasisEnlargement.residual_le' depends on axioms: [propext, Classical.choice, Quot.sound]
#print axioms BasisEnlargement.larger_basis_orthogonal
-- 'BasisEnlargement.larger_basis_orthogonal' depends on axioms: [propext, Classical.choice, Quot.sound]
#print axioms BasisEnlargement.sqrt_fifteen_errors
-- 'BasisEnlargement.sqrt_fifteen_errors' depends on axioms: [propext, Classical.choice, Quot.sound]
```

## One function succeeds where two fail

The system is a chain of three orthonormal states $e_0,e_1,e_2$ of equal energy, with Hamiltonian

$$H=\begin{pmatrix}0&1&0\\1&0&g\\0&g&0\end{pmatrix}.$$

It starts in $e_0$, called `ket0` in the code. With $\hbar=1$ and the first coupling as the unit of energy, time is dimensionless.

The theorem `larger_basis_orthogonal` assumes $g^2+1=(4m)^2$ for a natural number $m$. It compares three trajectories at $t=\pi/2$:

- `ψ`, in all three functions, is $e_0$;
- `φ`, in $e_0$ alone, is $e_0$;
- `χ`, in $e_0$ and $e_1$, is $-i\,e_1$, orthogonal to `ψ`.

The condition on $g$ is one of timing: the exact motion completes $m$ full periods while the two-function motion transfers all its population from $e_0$ to $e_1$. For $g=\sqrt{15}$, which is $m=1$, `sqrt_fifteen_errors` gives the squared errors $\sum_i|\varphi_i-\psi_i|^2=0$ and $\sum_i|\chi_i-\psi_i|^2=2$.

## Projected dynamics as a definition

`IsGalerkin H S ψ` says that `ψ` is a trajectory in the set `S` of basis functions. Its field `support` sets the amplitudes outside `S` to zero, and `eom` requires

$$\dot\psi_i=-i\,(H\psi)_i\qquad(i\in S).$$

This is the time-dependent variational principle for a fixed linear space; Galerkin's name stands for the projection. With `Finset.univ`, the full basis, it is the exact Schrödinger equation. The definition contains no solution formula, so the theorems hold for every trajectory with the stated start. In the code `star u ⬝ᵥ v` is $\langle u|v\rangle$ and `normSq` is $|z|^2$.

For real-time electronic-structure calculations the result is a caution that the error at a fixed time need not fall with every enlargement of the basis; it does not say that convergence to the complete basis fails. It is shown here for a linear three-level model with a time-independent Hamiltonian. The step left open is from this model to a molecule, where the exact space is infinite-dimensional and, in time-dependent density functional theory, the Kohn–Sham Hamiltonian depends on the density.

## Solving the three equations

In the full basis,

$$\dot\psi_0=-i\psi_1,\qquad \dot\psi_1=-i(\psi_0+g\psi_2),\qquad \dot\psi_2=-ig\psi_1.$$

Differentiating the second equation and inserting the other two gives

$$\ddot\psi_1=-i(-i\psi_1-ig^2\psi_1)=-\omega^2\psi_1,\qquad \omega^2=g^2+1.$$

Since $\psi_1(0)=0$ and $\dot\psi_1(0)=-i$, we have $\psi_1=-i\sin(\omega t)/\omega$. Then $\dot\psi_0=-\sin(\omega t)/\omega$ and $\dot\psi_2=-g\sin(\omega t)/\omega$, and integration from the initial values gives

$$\psi_0=1+\frac{\cos\omega t-1}{\omega^2}=\frac{g^2+\cos\omega t}{\omega^2},\qquad \psi_2=\frac{g(\cos\omega t-1)}{\omega^2}.$$

With $\omega=4m$ and $t=\pi/2$, the phase is $\omega t=2\pi m$. The cosine is 1 and the sine is 0, so the state is $e_0$.

In $e_0$ alone, $\dot\varphi_0=-iH_{00}\varphi_0=0$, and the state stands still. In $e_0$ and $e_1$, the equations $\dot\chi_0=-i\chi_1$ and $\dot\chi_1=-i\chi_0$ give

$$\chi(t)=(\cos t,\,-i\sin t,\,0),$$

which is $-i\,e_1$ at $t=\pi/2$. Its squared distance from $e_0$ is $|-1|^2+|-i|^2=2$.

The Lean proof verifies these solutions instead of deriving them. `exactPath_isGalerkin` and `truncated_paths` differentiate the formulas: `chain_mulVec` writes out $H\psi$, `fin_cases` separates the components, and `linear_combination` closes the identities that need $i^2=-1$ or $\omega^2=g^2+1$. `exactPath_eq_ket0` evaluates the exact path at $t=0$ and at the return.

## From these solutions to every solution

For Hermitian $H$, `norm_conserved` shows that the squared norm is constant. Its derivative is

$$\frac{d}{dt}\sum_{i\in S}|\psi_i|^2=\sum_{i\in S}\left[i\,\overline{(H\psi)_i}\,\psi_i-i\,\overline{\psi_i}\,(H\psi)_i\right].$$

Because $\psi_i=0$ outside $S$, the sum may run over the whole basis. It becomes $i\langle H\psi|\psi\rangle-i\langle\psi|H\psi\rangle$, which vanishes by hermiticity.

In `trajectory_unique`, the difference of two trajectories in the same basis is again a trajectory, by linearity. If they start together, its norm is zero at $t=0$ and therefore always, so they agree. `larger_basis_orthogonal` applies this three times, with hermiticity supplied by `chain_isHermitian`, and then computes the overlap. `sqrt_fifteen_errors` inserts $g=\sqrt{15}$ and sums the squared differences.

## A zero derivative in place of a general uniqueness theorem

The Mathlib lemma `is_const_of_deriv_eq_zero` carries the step from an instant to all times. It takes a function that is differentiable everywhere with derivative zero, and returns equality of its values at any two points. Here the function is the squared norm and the points are `t` and `0`. Differentiability has to be supplied separately, because Mathlib's `deriv` is also zero where no derivative exists; `HasDerivAt` provides both facts. Uniqueness thus follows from norm conservation, without a general theorem on differential equations.

## What enlargement guarantees at one instant

For a state $v$ and a trial velocity $\theta$, the residual of the Schrödinger equation is $i\theta-Hv$. In a basis $T$, the projected velocity cancels the components in $T$ and leaves $\sum_{i\notin T}|(Hv)_i|^2$. If $S\subseteq T$ and $\theta$ vanishes outside $S$, `residual_le` states

$$\sum_{i\notin T}|(Hv)_i|^2\le\sum_i|i\theta_i-(Hv)_i|^2.$$

Outside $T$ the terms on the two sides are equal, since $\theta_i=0$ there; the remaining terms on the right are non-negative.

This compares velocities at one common state, and the trajectories soon occupy different states. At the start, the squared residual is 1 with one function and 0 with two. Later it is still 1 along the one-function path, but $g^2\sin^2t$ along the two-function path, which for $g=\sqrt{15}$ reaches 15 at $t=\pi/2$. The larger basis starts with the better velocity and moves into a region where the omitted coupling to $e_2$ is strong.
